# DIIS on n + 1 Richardson iterates solves an invertible n × n linear system exactly

DIIS coefficients are defined here as any coefficients that sum to one and minimise the length of the mixed residual. Uniqueness is not assumed, because with a long history several sets of coefficients can reach the same minimum, and the usual bordered linear system for them is then singular. The result therefore covers every minimiser.

Let A be an invertible real n × n matrix, b a right-hand side and x₀ any start. Write rₖ = b − A xₖ for the residual and iterate

xₖ₊₁ = xₖ + rₖ.

For m ≥ n + 1, minimising coefficients c₀, …, cₘ₋₁ exist, and all of them satisfy

A (Σ cₖ xₖ) = b.

## Mixed residuals in an SCF code

A DIIS routine minimises a mixture of stored residuals in place of the residual of the mixed vector. The two agree when the residual is affine in the vector, which a self-consistent-field problem satisfies only approximately, close to convergence. On an invertible n × n linear system, exact minimisation over n + 1 plain Richardson iterates returns the solution. A routine's output can be compared with it on a small, well-conditioned example whose bordered system is nonsingular.

## From Cayley-Hamilton to a zero residual

One step multiplies the residual by 1 − A:

rₖ₊₁ = b − A(xₖ + rₖ) = (1 − A) rₖ, so rₖ = (1 − A)ᵏ r₀.

If Σ cₖ = 1, then

b − A Σ cₖ xₖ = Σ cₖ (b − A xₖ) = Σ cₖ rₖ.

Take a polynomial q(t) = Σ qₖ tᵏ of degree below m with q(1) ≠ 0 and q(1 − A) r₀ = 0. The choice cₖ = qₖ/q(1) sums to one and gives

Σ cₖ rₖ = q(1 − A) r₀ / q(1) = 0.

The minimum length is therefore zero, so every minimiser has zero mixed residual and solves the system.

Cayley-Hamilton supplies q(t) = det(t − (1 − A)), which has degree n, annihilates 1 − A, and has q(1) = det A ≠ 0.

If (A − α)(A − β) = 0 with α, β ≠ 0, the quadratic q(t) = (t − 1 + α)(t − 1 + β) works instead: q(1) = αβ and q(1 − A) = (A − α)(A − β) = 0. Three iterates then suffice in any dimension. With J the N × N all-ones matrix, J² = NJ, so A = 1 + J qualifies with α = 1 and β = 1 + N.

In general n + 1 cannot be lowered. For N ≥ 1, let S move each unit vector eₖ to eₖ₊₁ and the last one to zero. Take A = 1 − S, x₀ = 0 and b = e₀. Then det A = 1 and rₖ = eₖ for k < N. A vanishing mixture of these N residuals needs every cₖ = 0, which contradicts Σ cₖ = 1.

## A 2 × 2 system on which Richardson diverges

Take A = [[2, 1], [1, 2]], b = (1, 0), x₀ = (0, 0). Then

x₁ = (1, 0), x₂ = (0, −1)

r₀ = (1, 0), r₁ = (−1, −1), r₂ = (2, 2).

From r₁ on, the residual is multiplied by −2 at each step. Here q(t) = t² + 2t and q(1) = 3, so c = (0, 2/3, 1/3). The mixture is (2/3, −1/3), and A maps it to (1, 0).

## The Lean file

```lean
import Mathlib

open Matrix

namespace DIISLinearExactness

noncomputable section

/-- The residual `b - A x` of a trial vector `x` for the linear system `A x = b`. -/
def residual {n : Type*} [Fintype n] (A : Matrix n n ℝ) (b x : n → ℝ) : n → ℝ :=
  b - A *ᵥ x

/-- The Richardson iteration: each step adds the current residual to the current iterate. -/
def richardson {n : Type*} [Fintype n] (A : Matrix n n ℝ) (b x0 : n → ℝ) : ℕ → n → ℝ
  | 0 => x0
  | k + 1 => richardson A b x0 k + residual A b (richardson A b x0 k)

/-- The linear combination of the first `m` vectors of a sequence with coefficients `c`. -/
def mix {n : Type*} (m : ℕ) (c : ℕ → ℝ) (x : ℕ → n → ℝ) : n → ℝ :=
  ∑ k ∈ Finset.range m, c k • x k

/-- DIIS coefficients for the first `m` residuals `r`: they sum to one and minimise the squared
length of the mixed residual among all coefficients that sum to one. -/
def IsDIIS {n : Type*} [Fintype n] (m : ℕ) (r : ℕ → n → ℝ) (c : ℕ → ℝ) : Prop :=
  ∑ k ∈ Finset.range m, c k = 1 ∧
    ∀ d : ℕ → ℝ, ∑ k ∈ Finset.range m, d k = 1 →
      mix m c r ⬝ᵥ mix m c r ≤ mix m d r ⬝ᵥ mix m d r

/-- DIIS on the first `m` Richardson iterates is exact: DIIS coefficients exist, and all of them
mix the iterates into a solution of `A x = b`. -/
def DIISExact {n : Type*} [Fintype n] (A : Matrix n n ℝ) (b x0 : n → ℝ) (m : ℕ) : Prop :=
  (∃ c, IsDIIS m (fun k => residual A b (richardson A b x0 k)) c) ∧
    ∀ c, IsDIIS m (fun k => residual A b (richardson A b x0 k)) c →
      A *ᵥ mix m c (richardson A b x0) = b

variable {n : Type*} [Fintype n] [DecidableEq n]

/-- The residual after `k` Richardson steps is `(1 - A)^k` applied to the initial residual. -/
theorem residual_richardson (A : Matrix n n ℝ) (b x0 : n → ℝ) (k : ℕ) :
    residual A b (richardson A b x0 k) = (1 - A) ^ k *ᵥ residual A b x0 := by
  induction k with
  | zero => simp [richardson]
  | succ k ih =>
    have h : residual A b (richardson A b x0 (k + 1))
        = (1 - A) *ᵥ residual A b (richardson A b x0 k) := by
      simp only [richardson, residual, Matrix.sub_mulVec, Matrix.one_mulVec,
        Matrix.mulVec_add, Matrix.mulVec_sub]
      abel
    rw [h, ih, pow_succ', Matrix.mulVec_mulVec]

omit [DecidableEq n] in
/-- For coefficients that sum to one, the residual of the mixed vector is the mixture of the
residuals. -/
theorem residual_mix (A : Matrix n n ℝ) (b : n → ℝ) (x : ℕ → n → ℝ) {m : ℕ} {c : ℕ → ℝ}
    (hc : ∑ k ∈ Finset.range m, c k = 1) :
    residual A b (mix m c x) = mix m c (fun k => residual A b (x k)) := by
  have h : A *ᵥ (∑ k ∈ Finset.range m, c k • x k)
      = ∑ k ∈ Finset.range m, c k • (A *ᵥ x k) := by
    have h' := map_sum A.mulVecLin (fun k => c k • x k) (Finset.range m)
    simpa only [Matrix.mulVecLin_apply, Matrix.mulVec_smul] using h'
  simp only [residual, mix]
  rw [h]
  simp only [smul_sub, Finset.sum_sub_distrib]
  rw [← Finset.sum_smul, hc, one_smul]

/-- If a polynomial `q` of degree below `m` has `q(1) ≠ 0` and `q(1 - A)` annihilates the initial
residual, some mixture of the first `m` iterates with coefficients summing to one solves
`A x = b`. -/
theorem exists_exact_mix (A : Matrix n n ℝ) (b x0 : n → ℝ) {m : ℕ} (q : Polynomial ℝ)
    (hm : q.natDegree < m) (h1 : q.eval 1 ≠ 0)
    (hq : Polynomial.aeval (1 - A) q *ᵥ residual A b x0 = 0) :
    ∃ c : ℕ → ℝ, ∑ k ∈ Finset.range m, c k = 1 ∧ A *ᵥ mix m c (richardson A b x0) = b := by
  have hs : ∑ k ∈ Finset.range m, q.coeff k = q.eval 1 := by
    rw [Polynomial.eval_eq_sum_range' hm]
    simp
  -- the coefficients of `q`, normalised by their sum `q(1)`
  have hc : ∑ k ∈ Finset.range m, q.coeff k / q.eval 1 = 1 := by
    rw [← Finset.sum_div, hs, div_self h1]
  have hsum : ∀ s : Finset ℕ, (∑ k ∈ s, q.coeff k • (1 - A) ^ k) *ᵥ residual A b x0
      = ∑ k ∈ s, q.coeff k • ((1 - A) ^ k *ᵥ residual A b x0) := by
    intro s
    induction s using Finset.induction_on with
    | empty => simp
    | insert a s ha ih =>
      rw [Finset.sum_insert ha, Finset.sum_insert ha, Matrix.add_mulVec, ih, Matrix.smul_mulVec]
  rw [Polynomial.aeval_eq_sum_range' hm, hsum] at hq
  refine ⟨fun k => q.coeff k / q.eval 1, hc, ?_⟩
  have hr : residual A b (mix m (fun k => q.coeff k / q.eval 1) (richardson A b x0)) = 0 := by
    rw [residual_mix A b _ hc]
    simp only [mix, residual_richardson]
    calc ∑ k ∈ Finset.range m, (q.coeff k / q.eval 1) • ((1 - A) ^ k *ᵥ residual A b x0)
        = (q.eval 1)⁻¹ • ∑ k ∈ Finset.range m,
            q.coeff k • ((1 - A) ^ k *ᵥ residual A b x0) := by
          rw [Finset.smul_sum]
          refine Finset.sum_congr rfl fun k _ => ?_
          rw [smul_smul, div_eq_inv_mul]
      _ = 0 := by rw [hq, smul_zero]
  exact (sub_eq_zero.mp hr).symm

/-- If a polynomial `q` of degree below `m` has `q(1) ≠ 0` and `q(1 - A)` annihilates the initial
residual, DIIS on the first `m` Richardson iterates is exact. -/
theorem diisExact_of_annihilating (A : Matrix n n ℝ) (b x0 : n → ℝ) {m : ℕ} (q : Polynomial ℝ)
    (hm : q.natDegree < m) (h1 : q.eval 1 ≠ 0)
    (hq : Polynomial.aeval (1 - A) q *ᵥ residual A b x0 = 0) : DIISExact A b x0 m := by
  obtain ⟨d, hd, hAd⟩ := exists_exact_mix A b x0 q hm h1 hq
  have hd0 : mix m d (fun k => residual A b (richardson A b x0 k)) = 0 := by
    rw [← residual_mix A b (richardson A b x0) hd]
    exact sub_eq_zero.mpr hAd.symm
  have hpos : ∀ v : n → ℝ, 0 ≤ v ⬝ᵥ v := fun v =>
    Finset.sum_nonneg fun i _ => mul_self_nonneg (v i)
  refine ⟨⟨d, hd, fun e _ => ?_⟩, fun c hc => ?_⟩
  · rw [hd0, zero_dotProduct]
    exact hpos _
  · -- the minimum is zero, so every minimiser has vanishing residual
    have h := hc.2 d hd
    rw [hd0, zero_dotProduct] at h
    have h0 := dotProduct_self_eq_zero.mp (le_antisymm h (hpos _))
    rw [← residual_mix A b (richardson A b x0) hc.1] at h0
    exact (sub_eq_zero.mp h0).symm

/-- For an invertible `n` by `n` matrix `A`, DIIS on `n + 1` or more Richardson iterates is exact,
for every right-hand side and every starting vector. -/
theorem diis_terminates (A : Matrix n n ℝ) (hA : A.det ≠ 0) (b x0 : n → ℝ) {m : ℕ}
    (hm : Fintype.card n + 1 ≤ m) : DIISExact A b x0 m := by
  -- Cayley-Hamilton for the iteration matrix `1 - A`
  refine diisExact_of_annihilating A b x0 (1 - A).charpoly ?_ ?_ ?_
  · rw [Matrix.charpoly_natDegree_eq_dim]
    omega
  · rw [Matrix.eval_charpoly, map_one, sub_sub_cancel]
    exact hA
  · rw [Matrix.aeval_self_charpoly, Matrix.zero_mulVec]

/-- If `(A - α)(A - β) = 0` with `α` and `β` nonzero, DIIS on three Richardson iterates is exact,
whatever the dimension. -/
theorem diis_three_iterates (A : Matrix n n ℝ) (b x0 : n → ℝ) {α β : ℝ} (hα : α ≠ 0)
    (hβ : β ≠ 0) (h : (A - α • (1 : Matrix n n ℝ)) * (A - β • (1 : Matrix n n ℝ)) = 0) :
    DIISExact A b x0 3 := by
  refine diisExact_of_annihilating A b x0
    ((Polynomial.X - Polynomial.C (1 - α)) * (Polynomial.X - Polynomial.C (1 - β))) ?_ ?_ ?_
  · refine Nat.lt_succ_of_le (Polynomial.natDegree_mul_le.trans ?_)
    rw [Polynomial.natDegree_X_sub_C, Polynomial.natDegree_X_sub_C]
  · have e : Polynomial.eval 1 ((Polynomial.X - Polynomial.C (1 - α)) *
        (Polynomial.X - Polynomial.C (1 - β))) = α * β := by
      simp only [Polynomial.eval_mul, Polynomial.eval_sub, Polynomial.eval_X, Polynomial.eval_C]
      ring
    rw [e]
    exact mul_ne_zero hα hβ
  · have e : ∀ γ : ℝ, Polynomial.aeval (1 - A) (Polynomial.X - Polynomial.C (1 - γ))
        = -(A - γ • (1 : Matrix n n ℝ)) := by
      intro γ
      rw [map_sub, Polynomial.aeval_X, Polynomial.aeval_C, Algebra.algebraMap_eq_smul_one,
        sub_smul, one_smul]
      abel
    rw [map_mul, e, e, neg_mul_neg, h, Matrix.zero_mulVec]

/-- The `N` by `N` matrix with every entry equal to one. -/
def allOnes (N : ℕ) : Matrix (Fin N) (Fin N) ℝ := Matrix.of fun _ _ => 1

/-- The matrix `A = 1 + allOnes N` satisfies `(A - α)(A - β) = 0` with the nonzero numbers
`α = 1` and `β = 1 + N`. -/
theorem diis_three_iterates_witness (N : ℕ) :
    (1 : ℝ) ≠ 0 ∧ (1 + N : ℝ) ≠ 0 ∧
      (1 + allOnes N - (1 : ℝ) • (1 : Matrix (Fin N) (Fin N) ℝ)) *
        (1 + allOnes N - (1 + N : ℝ) • (1 : Matrix (Fin N) (Fin N) ℝ)) = 0 := by
  refine ⟨one_ne_zero, by positivity, ?_⟩
  have hJ : allOnes N * allOnes N = (N : ℝ) • allOnes N := by
    ext i j
    simp [allOnes, Matrix.mul_apply]
  rw [add_smul, one_smul, add_sub_cancel_left, add_sub_add_left_eq_sub, mul_sub,
    mul_smul_comm, mul_one, hJ, sub_self]

/-- The unit vector on site `k` of a chain of `N` sites if `k < N`, and the zero vector otherwise.
-/
def site (N k : ℕ) : Fin N → ℝ := fun i => if i.val = k then 1 else 0

/-- The matrix that moves the unit vector on each site of an open chain to the next site, and the
last one to zero. -/
def shift (N : ℕ) : Matrix (Fin N) (Fin N) ℝ :=
  Matrix.of fun i j => if i.val = j.val + 1 then 1 else 0

/-- For `A = 1 - shift N`, started from zero with the first unit vector as right-hand side, the
`k`-th Richardson residual is the unit vector on site `k`, for all `k < N`. -/
theorem residual_shift (N k : ℕ) (hk : k < N) :
    residual (1 - shift N) (site N 0) (richardson (1 - shift N) (site N 0) 0 k) = site N k := by
  have h0 : residual (1 - shift N) (site N 0) 0 = site N 0 := by simp [residual]
  rw [residual_richardson, sub_sub_cancel, h0]
  induction k with
  | zero => simp
  | succ k ih =>
    have hk' : k < N := by omega
    rw [pow_succ', ← Matrix.mulVec_mulVec, ih hk']
    ext i
    simp only [Matrix.mulVec, dotProduct, shift, site, Matrix.of_apply]
    rw [Finset.sum_eq_single (⟨k, hk'⟩ : Fin N)]
    · simp
    · intro j _ hj
      have hjk : j.val ≠ k := fun h => hj (Fin.ext h)
      simp [hjk]
    · simp

/-- For every `N`, the matrix `1 - shift N` is invertible, yet no mixture of the first `N`
Richardson iterates from zero, with coefficients summing to one, solves the system with this matrix
and right-hand side `site N 0`. -/
theorem diis_sharp (N : ℕ) :
    (1 - shift N).det ≠ 0 ∧ ∀ c : ℕ → ℝ, ∑ k ∈ Finset.range N, c k = 1 →
      (1 - shift N) *ᵥ mix N c (richardson (1 - shift N) (site N 0) 0) ≠ site N 0 := by
  constructor
  · -- the matrix is lower triangular with unit diagonal
    have ht : (1 - shift N).BlockTriangular OrderDual.toDual := by
      intro i j hij
      have hlt : i < j := OrderDual.toDual_lt_toDual.mp hij
      have h2 : ¬ i.val = j.val + 1 := by
        have := Fin.lt_def.mp hlt
        omega
      simp [shift, hlt.ne, h2]
    rw [Matrix.det_of_isLowerTriangular _ ht]
    simp [shift]
  · intro c hc h
    have h0 : mix N c (fun k => residual (1 - shift N) (site N 0)
        (richardson (1 - shift N) (site N 0) 0 k)) = 0 := by
      rw [← residual_mix _ _ (richardson (1 - shift N) (site N 0) 0) hc]
      exact sub_eq_zero.mpr h.symm
    -- reading off site `k` forces each coefficient to vanish
    have hz : ∀ k ∈ Finset.range N, c k = 0 := by
      intro k hk
      have h1 := congrFun h0 ⟨k, Finset.mem_range.mp hk⟩
      simp only [mix, Finset.sum_apply, Pi.smul_apply, smul_eq_mul, Pi.zero_apply] at h1
      rw [Finset.sum_eq_single k] at h1
      · rw [residual_shift N k (Finset.mem_range.mp hk)] at h1
        simpa [site] using h1
      · intro j hj hjk
        rw [residual_shift N j (Finset.mem_range.mp hj)]
        simp [site, Ne.symm hjk]
      · intro hk'
        exact absurd hk hk'
    have := Finset.sum_eq_zero hz
    linarith

end

end DIISLinearExactness
```

```lean
#print axioms DIISLinearExactness.diis_terminates
-- 'DIISLinearExactness.diis_terminates' depends on axioms: [propext, Classical.choice, Quot.sound]
#print axioms DIISLinearExactness.diis_three_iterates
-- 'DIISLinearExactness.diis_three_iterates' depends on axioms: [propext, Classical.choice, Quot.sound]
#print axioms DIISLinearExactness.diis_sharp
-- 'DIISLinearExactness.diis_sharp' depends on axioms: [propext, Classical.choice, Quot.sound]
```

## How the statements and proofs read

The type `n` indexes the vector components. Coefficients are functions on ℕ, of which `mix m` uses only the first m values. `IsDIIS` is the constrained minimisation, and `DIISExact` says that minimisers exist and all give solutions. In `diis_terminates`, `hA` is invertibility and `hm` is the history length.

`residual_richardson` proves the power formula by induction, and `residual_mix` uses the unit sum to recover b. `exists_exact_mix` normalises the coefficients of q. `diisExact_of_annihilating` compares any minimiser with that exact mixture and concludes from `dotProduct_self_eq_zero`. `diis_terminates` inserts the characteristic polynomial, `diis_three_iterates` the quadratic. `diis_sharp` gets the determinant from triangularity and reads off each coefficient at its own site, using `residual_shift`.

## Exact arithmetic, full history, plain iterates

The theorems concern real arithmetic and say nothing about conditioning or rounding. The iterates come from undisturbed Richardson steps, whereas a production DIIS loop usually feeds the mixed vector back into the iteration. Nonlinear residuals are not covered, and a history shorter than n + 1 is covered only when a suitable polynomial of lower degree exists.
